# Positive Q and G matrices fix the antisymmetric pair matrix when each orbital is exactly filled or empty

Take two spin orbitals, 1 and 2, both filled. A trial pair matrix, antisymmetric in both pairs, then has one independent entry, $x=D(12,12)$, which should be the probability that both orbitals are occupied. Suppose we don't know whether $D$ comes from any state. We can still ask that other probabilities computed from it be non-negative:

- orbital 1 filled and orbital 2 empty: $1-x\ge 0$;
- both orbitals empty: $1-1-1+x=x-1\ge 0$.

Hence $x=1$, the value for the Slater determinant. The first inequality is a diagonal entry of the particle-hole matrix $G$, the second one of the two-hole matrix $Q$.

## Any set of filled orbitals

Let $S$ be a subset of finitely many orbitals, and let $g(i,k)=\langle a_i^\dagger a_k\rangle$ be diagonal, with entry 1 on $S$ and 0 elsewhere. Write $D(ij,kl)=\langle a_i^\dagger a_j^\dagger a_l a_k\rangle$. The anticommutation relations give

$$G(ij,kl)=\langle a_i^\dagger a_j a_l^\dagger a_k\rangle=\delta_{jl}\,g(i,k)-D(il,kj),$$

and, since $a_ia_ja_l^\dagger a_k^\dagger=\delta_{jl}(\delta_{ik}-a_k^\dagger a_i)-(\delta_{il}-a_l^\dagger a_i)(\delta_{jk}-a_k^\dagger a_j)$,

$$\begin{aligned}Q(ij,kl)=\langle a_ia_ja_l^\dagger a_k^\dagger\rangle={}&\delta_{ik}\delta_{jl}-\delta_{il}\delta_{jk}-\delta_{ik}g(l,j)-\delta_{jl}g(k,i)\\&+\delta_{il}g(k,j)+\delta_{jk}g(l,i)+D(lk,ji).\end{aligned}$$

The claim is that if $D$ is antisymmetric in both pairs and $Q$ and $G$ are positive semidefinite, then

$$D(ij,kl)=g(i,k)g(j,l)-g(i,l)g(j,k).$$

**Zero diagonal entries.** If $M$ is positive semidefinite and $M_{aa}=0$, the minor on $a,b$ gives $0\le M_{aa}M_{bb}-M_{ab}M_{ba}=-|M_{ab}|^2$. So row and column $a$ vanish.

**Orbital $i$ empty.** Here $g(i,k)=0$ for all $k$, and $D(ii,ii)=0$ by antisymmetry.

1. $G(ii,ii)=0$, so its row vanishes: $0=G(ii,ll)=-D(il,li)=D(il,il)$.
2. Therefore $G(il,il)=-D(il,il)=0$, and that row vanishes too: $0=G(il,kb)=-D(ib,kl)$.

Every entry with $i$ in the first pair is zero, as is the antisymmetrised product. If $j$ is the empty orbital, exchange the members of the first pair.

**Orbitals $i\neq j$ filled.** As in the small case, $G(ij,ij)=1-D(ij,ij)\ge0$ and $Q(ji,ji)=D(ij,ij)-1\ge0$. So $D(ij,ij)=1$ and $Q(ji,ji)=0$. Its column vanishes, and with $g(i,k)=\delta_{ik}$ and $g(j,l)=\delta_{jl}$,

$$0=Q(lk,ji)=-\delta_{ik}\delta_{jl}+\delta_{il}\delta_{jk}+D(ij,kl),$$

which is the claim. For $i=j$ both sides are zero.

In variational calculations with two-particle density matrices, positivity of $D$, $Q$ and $G$ is necessary but in general insufficient for a state to exist. For a finite orbital set with occupations exactly 0 and 1, the result leaves only the pair matrix of the determinant that fills $S$.

## The matrices in Lean

```lean
import Mathlib

open Matrix
open scoped ComplexOrder

namespace SlaterRigidity

variable {ι : Type*} [Fintype ι] [DecidableEq ι]

local notation "δ" => (1 : Matrix _ _ ℂ)
```

The finite type `ι` labels the spin orbitals, and `δ` is the identity matrix.

```lean
/-- The one-body matrix with occupation one on the orbitals of `S` and zero elsewhere. -/
def occ (S : Finset ι) : Matrix ι ι ℂ := diagonal fun i => if i ∈ S then 1 else 0
```

This is $g$ for the filled set `S`.

```lean
/-- The antisymmetrised product `g(i,k) g(j,l) - g(i,l) g(j,k)`. -/
def wedge (g : Matrix ι ι ℂ) : Matrix (ι × ι) (ι × ι) ℂ :=
  Matrix.of fun p q => g p.1 q.1 * g p.2 q.2 - g p.1 q.2 * g p.2 q.1
```

A row or column index of a pair matrix is an ordered pair in `ι × ι`. The name `wedge` often denotes a product with a factor $\tfrac12$; here there is none, so for $N$ filled orbitals the trace is $N(N-1)$.

```lean
/-- The two-hole matrix `Q` that the anticommutation relations assign to the one-body matrix `g`
and the pair matrix `D`. -/
def qMatrix (g : Matrix ι ι ℂ) (D : Matrix (ι × ι) (ι × ι) ℂ) : Matrix (ι × ι) (ι × ι) ℂ :=
  Matrix.of fun p q =>
    δ p.1 q.1 * δ p.2 q.2 - δ p.1 q.2 * δ p.2 q.1
      - δ p.1 q.1 * g q.2 p.2 - δ p.2 q.2 * g q.1 p.1
      + δ p.1 q.2 * g q.1 p.2 + δ p.2 q.1 * g q.2 p.1 + D (q.2, q.1) (p.2, p.1)

/-- The particle-hole matrix `G(ij,kl) = δ(j,l) g(i,k) - D(il,kj)`. -/
def gMatrix (g : Matrix ι ι ℂ) (D : Matrix (ι × ι) (ι × ι) ℂ) : Matrix (ι × ι) (ι × ι) ℂ :=
  Matrix.of fun p q => δ p.2 q.2 * g p.1 q.1 - D (p.1, q.2) (q.1, p.2)
```

Both matrices are defined by the formulas above, for arbitrary `g` and `D`. No operators or states appear in Lean: reading the entries as expectation values rests on the reordering done by hand. Some texts subtract a product of one-body matrices from $G$; this definition keeps the full expectation value.

## Rigidity from Q and G

```lean
/-- If a diagonal entry of a positive semidefinite matrix vanishes, so do its row and column. -/
theorem zero_cross {n : Type*} [Fintype n] {M : Matrix n n ℂ} (hM : M.PosSemidef) {a : n}
    (ha : M a a = 0) (b : n) : M a b = 0 ∧ M b a = 0 := by
  have hba : M b a = star (M a b) := (hM.isHermitian.apply b a).symm
  -- the two-by-two minor on a and b equals minus the squared modulus of M a b
  have hd := (hM.submatrix ![a, b]).det_nonneg
  rw [Matrix.det_fin_two] at hd
  have h1 : 0 ≤ M a a * M b b - M a b * M b a := hd
  have h2 : M a b * star (M a b) = (Complex.normSq (M a b) : ℂ) := Complex.mul_conj _
  rw [ha, hba, zero_mul, zero_sub, h2] at h1
  have h3 := (Complex.le_def.mp h1).1
  simp only [Complex.zero_re, Complex.neg_re, Complex.ofReal_re] at h3
  have hz : M a b = 0 :=
    Complex.normSq_eq_zero.mp (le_antisymm (by linarith) (Complex.normSq_nonneg _))
  exact ⟨hz, by rw [hba, hz, star_zero]⟩
```

The proof restricts `M` to the indices `a` and `b`, uses that the determinant is non-negative, and identifies the off-diagonal product with a squared modulus.

The main theorem assumes antisymmetry in the first pair (`h1`) and in the second (`h2`), and positivity of $Q$ and $G$ (`hQ`, `hG`). It assumes no positivity of $D$, no trace and no contraction to $g$.

```lean
/-- If `D` is antisymmetric in both pairs and the matrices `Q` and `G` built from `D` and the
occupations of `S` are positive semidefinite, then `D` is the antisymmetrised product. -/
theorem eq_wedge_of_Q_G (S : Finset ι) (D : Matrix (ι × ι) (ι × ι) ℂ)
    (h1 : ∀ i j q, D (i, j) q = -D (j, i) q) (h2 : ∀ p k l, D p (k, l) = -D p (l, k))
    (hQ : (qMatrix (occ S) D).PosSemidef) (hG : (gMatrix (occ S) D).PosSemidef) :
    D = wedge (occ S) := by
  have hout : ∀ i, i ∉ S → ∀ k, occ S i k = 0 := fun i hi k => by
    simp [occ, diagonal_apply, hi]
  have hin : ∀ i, i ∈ S → ∀ k, occ S i k = δ k i := fun i hi k => by
    simp [occ, diagonal_apply, Matrix.one_apply, hi, eq_comm]
  have hsame : ∀ i q, D (i, i) q = 0 := fun i q => by linear_combination (h1 i i q) / 2
  -- an empty orbital cannot take part in a pair
  have hempty : ∀ i, i ∉ S → ∀ b k l, D (i, b) (k, l) = 0 := by
    intro i hi b k l
    have hii : gMatrix (occ S) D (i, i) (i, i) = 0 := by simp [gMatrix, hout i hi, hsame]
    have hd : D (i, l) (i, l) = 0 := by
      have h : D (i, l) (l, i) = 0 := by
        simpa [gMatrix, hout i hi] using (zero_cross hG hii (l, l)).1
      rw [h2 (i, l) i l, h, neg_zero]
    have hil : gMatrix (occ S) D (i, l) (i, l) = 0 := by simp [gMatrix, hout i hi, hd]
    simpa [gMatrix, hout i hi] using (zero_cross hG hil (k, b)).1
  ext ⟨i, j⟩ ⟨k, l⟩
  simp only [wedge, of_apply]
  by_cases hi : i ∈ S
  · by_cases hj : j ∈ S
    · by_cases hij : i = j
      · subst hij
        rw [hsame]
        ring
      · -- G bounds the pair occupation above by one, Q bounds it below by one
        have eG : gMatrix (occ S) D (i, j) (i, j) = 1 - D (i, j) (i, j) := by
          simp [gMatrix, hin i hi]
        have eQ : qMatrix (occ S) D (j, i) (j, i) = D (i, j) (i, j) - 1 := by
          simp only [qMatrix, of_apply, hin i hi, hin j hj, Matrix.one_apply_eq,
            Matrix.one_apply_ne hij, Matrix.one_apply_ne (Ne.symm hij)]
          ring
        have bG : 0 ≤ 1 - D (i, j) (i, j) := eG ▸ hG.diag_nonneg
        have bQ : 0 ≤ D (i, j) (i, j) - 1 := eQ ▸ hQ.diag_nonneg
        have hd : D (i, j) (i, j) = 1 := le_antisymm (sub_nonneg.mp bG) (sub_nonneg.mp bQ)
        -- the vanishing column of Q fixes the remaining entries
        have h := (zero_cross hQ (by rw [eQ, hd, sub_self]) (l, k)).2
        simp only [qMatrix, of_apply, hin i hi, hin j hj] at h
        rw [hin i hi, hin i hi, hin j hj, hin j hj]
        linear_combination h
    · rw [h1, hempty j hj, hout j hj, hout j hj]
      ring
  · rw [hempty i hi, hout i hi, hout i hi]
    ring
```

`hout` and `hin` evaluate $g$ on empty and filled orbitals. `hempty` is the two-step argument for an empty orbital, with one use of `zero_cross` for each step. The case split then follows the derivation: `eG` and `eQ` compute the two diagonal entries, `le_antisymm` closes the bounds to $D(ij,ij)=1$, and the last `linear_combination` solves the vanishing entry of $Q$ for $D(ij,kl)$.

## The determinant meets all three conditions

Let $W$ be the antisymmetrised product of an orthogonal projector $g$, so that $g^\dagger g=g$. Expanding $W^\dagger W$ gives four products of sums, each of the form $\sum_m \overline{g(m,i)}\,g(m,k)=g(i,k)$. They add up to $2W$, so $W=\tfrac12W^\dagger W$ is positive semidefinite.

```lean
omit [DecidableEq ι] in
/-- The antisymmetrised product of an orthogonal projector is positive semidefinite. -/
theorem wedge_posSemidef {g : Matrix ι ι ℂ} (hg : gᴴ * g = g) : (wedge g).PosSemidef := by
  have hs : ∀ i k, ∑ m, star (g m i) * g m k = g i k := fun i k => by
    simpa [Matrix.mul_apply] using congrFun (congrFun hg i) k
  -- the antisymmetrised product is twice a projector
  have hsq : (wedge g)ᴴ * wedge g = wedge g + wedge g := by
    ext ⟨i, j⟩ ⟨k, l⟩
    have e : ((wedge g)ᴴ * wedge g) (i, j) (k, l)
        = (∑ m, star (g m i) * g m k) * (∑ n, star (g n j) * g n l)
        - (∑ m, star (g m i) * g m l) * (∑ n, star (g n j) * g n k)
        - (∑ m, star (g m j) * g m k) * (∑ n, star (g n i) * g n l)
        + (∑ m, star (g m j) * g m l) * (∑ n, star (g n i) * g n k) := by
      simp only [Matrix.mul_apply, Matrix.conjTranspose_apply, Fintype.sum_prod_type,
        Finset.sum_mul_sum, ← Finset.sum_sub_distrib, ← Finset.sum_add_distrib, wedge,
        of_apply, star_sub, star_mul']
      exact Finset.sum_congr rfl fun m _ => Finset.sum_congr rfl fun n _ => by ring
    rw [e]
    simp only [hs, wedge, of_apply, Matrix.add_apply]
    ring
  have hp := Matrix.posSemidef_conjTranspose_mul_self (wedge g)
  rw [hsq] at hp
  have hh : wedge g = ((1 / 2 : ℝ) : ℂ) • (wedge g + wedge g) := by
    push_cast
    module
  rw [hh]
  exact hp.smul (Complex.zero_le_real.mpr (by norm_num))
```

The lemma holds for any orthogonal projector, diagonal or not; `hsq` is the identity $W^\dagger W=2W$.

For $D=W$ with the occupations of $S$, put $h(i,k)=\delta_{ik}-g(k,i)$, the occupations of the complement. Multiplying out shows

$$Q(ij,kl)=h(i,k)h(j,l)-h(i,l)h(j,k),$$

$$G(ij,kl)=g(i,k)\bigl(\delta_{jl}-g(l,j)\bigr)+g(i,j)\,g(l,k).$$

So $Q$ is positive by the lemma. In $G$, the first term is diagonal with entries 0 and 1, and the second is $v v^\dagger$ with $v(ij)=g(i,j)$.

```lean
/-- For the occupations of `S`, the antisymmetrised product and the matrices `Q` and `G` built
from it are all positive semidefinite. -/
theorem wedge_meets_D_Q_G (S : Finset ι) :
    (wedge (occ S)).PosSemidef ∧ (qMatrix (occ S) (wedge (occ S))).PosSemidef ∧
      (gMatrix (occ S) (wedge (occ S))).PosSemidef := by
  have hp : ∀ T : Finset ι, (occ T)ᴴ * occ T = occ T := fun T => by
    unfold occ
    rw [Matrix.diagonal_conjTranspose, Matrix.diagonal_mul_diagonal]
    congr 1
    funext i
    by_cases h : i ∈ T <;> simp [h]
  refine ⟨wedge_posSemidef (hp S), ?_, ?_⟩
  · -- Q is the antisymmetrised product of the hole occupations
    have hc : ∀ i k, occ Sᶜ i k = δ i k - occ S k i := fun i k => by
      by_cases h : i = k
      · subst h
        by_cases hi : i ∈ S <;> simp [occ, hi]
      · simp [occ, h, Ne.symm h]
    have e : qMatrix (occ S) (wedge (occ S)) = wedge (occ Sᶜ) := by
      ext ⟨i, j⟩ ⟨k, l⟩
      simp only [qMatrix, wedge, of_apply, hc]
      ring
    exact e ▸ wedge_posSemidef (hp Sᶜ)
  · -- G is a non-negative diagonal plus the outer product of a vector v with its conjugate
    let d : ι × ι → ℂ := fun p => if p.1 ∈ S ∧ p.2 ∉ S then 1 else 0
    let v : ι × ι → ℂ := fun p => occ S p.1 p.2
    have hst : ∀ k l, star (occ S k l) = occ S l k := fun k l => by
      by_cases h : k = l
      · subst h
        by_cases hk : k ∈ S <;> simp [occ, hk]
      · simp [occ, h, Ne.symm h]
    have hd : ∀ i j k l, occ S i k * (δ j l - occ S l j) = diagonal d (i, j) (k, l) := by
      intro i j k l
      by_cases hik : i = k
      · by_cases hjl : j = l
        · subst hik hjl
          by_cases hi : i ∈ S <;> by_cases hj : j ∈ S <;> simp [d, occ, hi, hj]
        · simp [occ, diagonal_apply, hjl, Ne.symm hjl]
      · simp [occ, diagonal_apply, hik]
    have e : gMatrix (occ S) (wedge (occ S)) = diagonal d + vecMulVec v (star v) := by
      ext ⟨i, j⟩ ⟨k, l⟩
      rw [Matrix.add_apply, ← hd, Matrix.vecMulVec_apply, Pi.star_apply]
      simp only [v, hst, gMatrix, wedge, of_apply]
      ring
    rw [e]
    refine (Matrix.posSemidef_diagonal_iff.mpr fun p => ?_).add
      (Matrix.posSemidef_vecMulVec_self_star _)
    simp only [d]
    split_ifs <;> simp
```

By its formula, the antisymmetrised product also changes sign when the members of either pair are exchanged. The hypotheses of the main theorem are thus satisfied for every `S`, including the empty set, and positivity of $D$ comes out as a consequence.

## Positivity of D and G alone

If $S$ has at least two orbitals, take $D=0$. Then $G(ij,kl)=\delta_{jl}\,g(i,k)$ is diagonal with entries 0 and 1, hence positive, while the antisymmetrised product has entry 1 at $(ij,ij)$ for distinct filled $i,j$.

```lean
omit [Fintype ι] in
/-- Without the condition on `Q` the conclusion fails: if `S` has two distinct orbitals, `D = 0`
has `D` and `G` positive semidefinite but is not the antisymmetrised product. -/
theorem Q_needed (S : Finset ι) {i j : ι} (hi : i ∈ S) (hj : j ∈ S) (hij : i ≠ j) :
    (0 : Matrix (ι × ι) (ι × ι) ℂ).PosSemidef ∧ (gMatrix (occ S) 0).PosSemidef ∧
      0 ≠ wedge (occ S) := by
  refine ⟨Matrix.PosSemidef.zero, ?_, fun h => ?_⟩
  · have e : gMatrix (occ S) 0
        = diagonal (fun p : ι × ι => if p.1 ∈ S then (1 : ℂ) else 0) := by
      ext ⟨a, b⟩ ⟨k, l⟩
      by_cases hak : a = k <;> by_cases hbl : b = l <;>
        simp [gMatrix, occ, diagonal_apply, Matrix.one_apply, hak, hbl]
    rw [e]
    refine Matrix.posSemidef_diagonal_iff.mpr fun p => ?_
    split_ifs <;> simp
  · have h' := congrFun (congrFun h (i, j)) (i, j)
    simp [wedge, occ, hi, hj, hij] at h'

end SlaterRigidity
```

This shows that antisymmetry with $D\ge0$ and $G\ge0$ is too weak. The example violates the contraction of $D$ to $(N-1)g$, so it says nothing about dropping $Q$ when that contraction is imposed.

```lean
#print axioms SlaterRigidity.eq_wedge_of_Q_G
#print axioms SlaterRigidity.wedge_meets_D_Q_G
#print axioms SlaterRigidity.Q_needed
```

```
'SlaterRigidity.eq_wedge_of_Q_G' depends on axioms: [propext, Classical.choice, Quot.sound]
'SlaterRigidity.wedge_meets_D_Q_G' depends on axioms: [propext, Classical.choice, Quot.sound]
'SlaterRigidity.Q_needed' depends on axioms: [propext, Classical.choice, Quot.sound]
```
